# For a hard core of radius $a$ in a box of radius $B$, the s-wave level shift times $B^3$ tends to $n^2\pi^2a$

To estimate a core radius from a spherical-box calculation, take level $n$ at a large box radius $B$, subtract the level of the coreless box, and multiply by $B^3/(n^2\pi^2)$. In atomic units, for one particle of electron mass in an s-wave, with no potential between core and wall, this estimate tends to $a$ as $B\to\infty$ at fixed $n$. At finite $B$ it is approximate, whereas the energy $E$ of level $n$ with the core present gives the radius exactly in this model: $a=B-n\pi/\sqrt{2E}$. At fixed $n$ the shift decays as $B^{-3}$, the level itself only as $B^{-2}$.

In Lean 4 with Mathlib:

```lean
import Mathlib

open Set Filter Topology

namespace HardCoreBox

noncomputable section
```

## The wave vanishes at the core

Here $u$ is $r$ times the radial wavefunction, $v$ is its derivative (one-sided at the endpoints), and $E$ is the energy, in atomic units and for a particle of electron mass. `IsRadialWave` states $u'=v$ and $v'=-2Eu$ on $[a,B]$, which is $-u''/2=Eu$. Its field `core`, $u(a)=0$, stands for an impenetrable core.

This condition fixes the phase of the sine in `radialWave_eq_sin`. Without it, $\cos(k(r-a))$ with $k=\pi/(2(B-a))$ would also vanish at the wall, at a quarter of the lowest energy found below.

```lean
/-- An s-wave `u` with radial derivative `v` on `[a, B]`, obeying `-u''/2 = E u` (atomic units)
and vanishing at the core radius `a`. -/
structure IsRadialWave (a B E : ℝ) (u v : ℝ → ℝ) : Prop where
  deriv_u : ∀ r ∈ Icc a B, HasDerivWithinAt u (v r) (Icc a B) r
  deriv_v : ∀ r ∈ Icc a B, HasDerivWithinAt v (-(2 * E) * u r) (Icc a B) r
  core : u a = 0
```

## The wave vanishes at the wall and is not zero everywhere

`IsBoxState` adds $u(B)=0$, which selects discrete energies, and a point where $u\neq0$. Without the wall condition every real $E$ would be allowed, negative values included; without the second, $u=0$ would count as a state at every energy. `box_spectrum` uses both, and its candidate levels are `boxEnergy`.

```lean
/-- A box state: a radial wave that also vanishes at the box radius `B` and is not
identically zero on `[a, B]`. -/
structure IsBoxState (a B E : ℝ) (u v : ℝ → ℝ) : Prop extends IsRadialWave a B E u v where
  wall : u B = 0
  nonzero : ∃ r ∈ Icc a B, u r ≠ 0

/-- The energy `k²/2` at wave number `k = nπ/(B - a)`, for `B ≠ a`. -/
def boxEnergy (a B : ℝ) (n : ℕ) : ℝ := (n * Real.pi / (B - a)) ^ 2 / 2
```

## The wall lies outside the core: $a<B$

This gives the particle room to move. By hand it permits division by $B-a>0$; in the proof it also makes derivatives on $[a,B]$ unique, which `const_of_deriv` and `energy_pos` use. If $B\le a$, no box state exists, yet `boxEnergy` still returns numbers, and the spectrum theorem would fail. The sign of $a$ is otherwise free in the spectrum theorem; a physical core has $a\ge0$.

```lean
/-- A function whose derivative vanishes on `[a, B]`, with `a < B`, is constant there. -/
theorem const_of_deriv {a B : ℝ} {f : ℝ → ℝ} (hab : a < B)
    (h : ∀ r ∈ Icc a B, HasDerivWithinAt f 0 (Icc a B) r) : ∀ r ∈ Icc a B, f r = f a :=
  constant_of_derivWithin_zero (fun r hr => (h r hr).differentiableWithinAt)
    (fun r hr => (h r ⟨hr.1, hr.2.le⟩).derivWithin
      (uniqueDiffOn_Icc hab r ⟨hr.1, hr.2.le⟩))
```

## The wave number is positive: $k>0$

If $\sin(k(B-a))=0$, then $k(B-a)=m\pi$ for an integer $m$. Since the left side is positive, so is $m$, and `sin_wall_iff` turns it into a natural number $n$. At $k=0$ the sine vanishes with no positive $n$ to match.

```lean
/-- For `k > 0` and `a < B`, the wave `sin(k(r - a))` vanishes at `r = B` exactly when
`k = nπ/(B - a)` for a positive integer `n`. -/
theorem sin_wall_iff {a B k : ℝ} (hab : a < B) (hk : 0 < k) :
    Real.sin (k * (B - a)) = 0 ↔ ∃ n : ℕ, 0 < n ∧ k = n * Real.pi / (B - a) := by
  have hL : 0 < B - a := sub_pos.2 hab
  constructor
  · intro h
    obtain ⟨m, hm⟩ := Real.sin_eq_zero_iff.1 h
    have hpos : 0 < (m : ℝ) * Real.pi := by rw [hm]; exact mul_pos hk hL
    have hmr : 0 < (m : ℝ) := (mul_pos_iff_of_pos_right Real.pi_pos).1 hpos
    have hm0 : 0 < m := by exact_mod_cast hmr
    lift m to ℕ using hm0.le
    refine ⟨m, by exact_mod_cast hm0, ?_⟩
    rw [eq_div_iff hL.ne']
    exact_mod_cast hm.symm
  · rintro ⟨n, _, rfl⟩
    rw [div_mul_cancel₀ _ hL.ne']
    exact Real.sin_nat_mul_pi n
```

Positivity also allows division by $k$ in the general solution. With $\theta=k(r-a)$ and $v'=-k^2u$, set

$$F=ku\cos\theta-v\sin\theta,\qquad G=ku\sin\theta+v\cos\theta.$$

Then

$$F'=kv\cos\theta-k^2u\sin\theta+k^2u\sin\theta-kv\cos\theta=0,$$

$$G'=kv\sin\theta+k^2u\cos\theta-k^2u\cos\theta-kv\sin\theta=0.$$

At $r=a$ they equal $0$ and $v(a)$. Hence $ku=F\cos\theta+G\sin\theta=v(a)\sin\theta$, the combination formed by the final `linear_combination`.

```lean
/-- For `k > 0` and `a < B`, every radial wave of energy `k²/2` is
`(u'(a)/k) sin(k(r - a))` on `[a, B]`. -/
theorem radialWave_eq_sin {a B k : ℝ} {u v : ℝ → ℝ} (hab : a < B) (hk : 0 < k)
    (hw : IsRadialWave a B (k ^ 2 / 2) u v) :
    ∀ r ∈ Icc a B, u r = v a / k * Real.sin (k * (r - a)) := by
  have hl (r : ℝ) : HasDerivAt (fun r => k * (r - a)) k r :=
    (((hasDerivAt_id' r).sub_const a).const_mul k).congr_deriv (mul_one k)
  -- two conserved combinations: the components of the wave in a rotating frame
  have hf := const_of_deriv (f := fun r => k * (u r * Real.cos (k * (r - a)))
      - v r * Real.sin (k * (r - a))) hab (fun r hr =>
    ((((hw.deriv_u r hr).mul (hl r).cos.hasDerivWithinAt).const_mul k).sub
      ((hw.deriv_v r hr).mul (hl r).sin.hasDerivWithinAt)).congr_deriv (by ring))
  have hg := const_of_deriv (f := fun r => k * (u r * Real.sin (k * (r - a)))
      + v r * Real.cos (k * (r - a))) hab (fun r hr =>
    ((((hw.deriv_u r hr).mul (hl r).sin.hasDerivWithinAt).const_mul k).add
      ((hw.deriv_v r hr).mul (hl r).cos.hasDerivWithinAt)).congr_deriv (by ring))
  intro r hr
  have h1 := hf r hr
  have h2 := hg r hr
  simp only [hw.core, sub_self, mul_zero, Real.sin_zero, Real.cos_zero,
    mul_one, zero_add] at h1 h2
  rw [div_mul_eq_mul_div, eq_div_iff hk.ne']
  linear_combination Real.cos (k * (r - a)) * h1 + Real.sin (k * (r - a)) * h2
    - k * u r * Real.sin_sq_add_cos_sq (k * (r - a))
```

A positive energy need not be assumed for box states. If $E\le0$, then $(uv)'=v^2-2Eu^2\ge0$, while $uv$ vanishes at both ends. So $uv=0$ throughout, its derivative is zero, and $v=0$. Then $u$ is constant and equal to $u(a)=0$, a contradiction.

```lean
/-- For `a < B`, every box state has positive energy. -/
theorem energy_pos {a B E : ℝ} {u v : ℝ → ℝ} (hab : a < B)
    (hw : IsBoxState a B E u v) : 0 < E := by
  by_contra hneg
  have hE : E ≤ 0 := not_lt.1 hneg
  have hq (r : ℝ) : 0 ≤ -E * u r ^ 2 := mul_nonneg (neg_nonneg.2 hE) (sq_nonneg _)
  have hp : ∀ r ∈ Icc a B, HasDerivWithinAt (fun r => u r * v r)
      (v r ^ 2 - 2 * E * u r ^ 2) (Icc a B) r := fun r hr =>
    ((hw.deriv_u r hr).mul (hw.deriv_v r hr)).congr_deriv (by ring)
  -- u u' increases, yet vanishes at both ends
  have hm : MonotoneOn (fun r => u r * v r) (Icc a B) :=
    monotoneOn_of_hasDerivWithinAt_nonneg (f' := fun r => v r ^ 2 - 2 * E * u r ^ 2)
      (convex_Icc a B) (fun r hr => (hp r hr).continuousWithinAt)
      (fun r hr => (hp r (interior_subset hr)).mono interior_subset)
      (fun r _ => by nlinarith [hq r, sq_nonneg (v r)])
  have hz : ∀ r ∈ Icc a B, u r * v r = 0 := by
    intro r hr
    have h1 := hm (left_mem_Icc.2 hab.le) hr hr.1
    have h2 := hm hr (right_mem_Icc.2 hab.le) hr.2
    simp only [hw.core, hw.wall, zero_mul] at h1 h2
    exact le_antisymm h2 h1
  have hv : ∀ r ∈ Icc a B, v r = 0 := by
    intro r hr
    have hU := uniqueDiffOn_Icc hab r hr
    have h0 : HasDerivWithinAt (fun r => u r * v r) 0 (Icc a B) r :=
      (hasDerivWithinAt_const r (Icc a B) (0 : ℝ)).congr hz (hz r hr)
    have e := ((hp r hr).derivWithin hU).symm.trans (h0.derivWithin hU)
    have hsq : v r ^ 2 = 0 := le_antisymm (by nlinarith [hq r]) (sq_nonneg _)
    exact (pow_eq_zero_iff two_ne_zero).1 hsq
  obtain ⟨r, hr, hne⟩ := hw.nonzero
  exact hne ((const_of_deriv hab
    (fun s hs => (hw.deriv_u s hs).congr_deriv (hv s hs)) r hr).trans hw.core)
```

Now put $k=\sqrt{2E}$. At the wall, $(v(a)/k)\sin(k(B-a))=0$. The first factor cannot vanish, since $u$ would be zero, so $k=n\pi/(B-a)$ with $n\ge1$.

Conversely, $\sin(n\pi(r-a)/(B-a))$ is a box state, nonzero at $r=a+(B-a)/(2n)$. The code leaves it unnormalised; the factor $\sqrt{2/(B-a)}$ gives $\int_a^B u^2\,dr=1$.

```lean
/-- For `a < B`, a box state of energy `E` exists exactly when
`E = (nπ/(B - a))²/2` for a positive integer `n`. -/
theorem box_spectrum {a B E : ℝ} (hab : a < B) :
    (∃ u v, IsBoxState a B E u v) ↔ ∃ n : ℕ, 0 < n ∧ E = boxEnergy a B n := by
  have hL : 0 < B - a := sub_pos.2 hab
  constructor
  · rintro ⟨u, v, hw⟩
    have hE := energy_pos hab hw
    obtain ⟨k, hk, rfl⟩ : ∃ k : ℝ, 0 < k ∧ E = k ^ 2 / 2 :=
      ⟨√(2 * E), Real.sqrt_pos.2 (by linarith), by
        rw [Real.sq_sqrt (by linarith)]; ring⟩
    have hs := radialWave_eq_sin hab hk hw.toIsRadialWave
    have hB := (hs B (right_mem_Icc.2 hab.le)).symm.trans hw.wall
    rcases mul_eq_zero.1 hB with h | h
    · obtain ⟨r, hr, hne⟩ := hw.nonzero
      exact absurd (by rw [hs r hr, h, zero_mul]) hne
    · obtain ⟨n, hn, hkn⟩ := (sin_wall_iff hab hk).1 h
      exact ⟨n, hn, by rw [boxEnergy, ← hkn]⟩
  · rintro ⟨n, hn, rfl⟩
    have hn1 : (1 : ℝ) ≤ n := by exact_mod_cast hn
    have hn0 : (n : ℝ) ≠ 0 := by positivity
    have hl (r : ℝ) : HasDerivAt (fun r => n * Real.pi / (B - a) * (r - a))
        (n * Real.pi / (B - a)) r :=
      (((hasDerivAt_id' r).sub_const a).const_mul _).congr_deriv (mul_one _)
    refine ⟨fun r => Real.sin (n * Real.pi / (B - a) * (r - a)),
      fun r => Real.cos (n * Real.pi / (B - a) * (r - a)) * (n * Real.pi / (B - a)),
      ⟨⟨fun r _ => (hl r).sin.hasDerivWithinAt, fun r _ =>
        ((hl r).cos.mul_const _).hasDerivWithinAt.congr_deriv
          (by unfold boxEnergy; ring), by simp⟩, ?_, ?_⟩⟩
    · rw [div_mul_cancel₀ _ hL.ne']
      exact Real.sin_nat_mul_pi n
    · -- the first antinode lies inside the box
      have hle : (B - a) / (2 * n) ≤ B - a := div_le_self hL.le (by linarith)
      have hge : 0 ≤ (B - a) / (2 * n) := by positivity
      refine ⟨a + (B - a) / (2 * n), ⟨by linarith, by linarith⟩, ?_⟩
      have e : n * Real.pi / (B - a) * (a + (B - a) / (2 * n) - a) = Real.pi / 2 := by
        rw [add_sub_cancel_left]
        have := hL.ne'
        field_simp
      change Real.sin (n * Real.pi / (B - a) * (a + (B - a) / (2 * n) - a)) ≠ 0
      rw [e, Real.sin_pi_div_two]
      exact one_ne_zero
```

## The level number stays fixed as the box grows

Without a core, $u$ still vanishes at $r=0$, because it is $r$ times a radial wavefunction that is finite there. The coreless levels are therefore `boxEnergy 0 B n`, and subtracting them from `boxEnergy a B n` gives

$$\frac{n^2\pi^2}{2}\left[\frac1{(B-a)^2}-\frac1{B^2}\right]=\frac{n^2\pi^2a(2B-a)}{2B^2(B-a)^2}.$$

```lean
/-- The exact shift of level `n` from its `a = 0` value, for `B ≠ 0` and `B ≠ a`. -/
theorem shift_eq {a B : ℝ} (n : ℕ) (hB : B ≠ 0) (hBa : B - a ≠ 0) :
    boxEnergy a B n - boxEnergy 0 B n =
      n ^ 2 * Real.pi ^ 2 * a * (2 * B - a) / (2 * B ^ 2 * (B - a) ^ 2) := by
  unfold boxEnergy
  rw [sub_zero]
  field_simp
  ring
```

With $x=1/B$, multiplication by $B^3$ gives

$$n^2\pi^2a\,\frac{2-ax}{2(1-ax)^2}.$$

The fraction is continuous at $x=0$, with value $1$; `shift_tendsto` composes it with $B^{-1}\to0$. If $n$ grew in proportion to $B$, the product would diverge for $a\neq0$; the estimate of the core radius, which divides it by $n^2\pi^2$, would still tend to $a$.

For $a=1$, $n=1$, $B=10$, the estimate of the core radius is $1000\,(1/162-1/200)\approx1.173$; at $B=100$ it is about $1.015$.

```lean
/-- At fixed `n`, the shift of the level from its `a = 0` value, multiplied by `B³`, tends to
`n²π²a` as the box radius `B` grows. -/
theorem shift_tendsto (a : ℝ) (n : ℕ) :
    Tendsto (fun B : ℝ => B ^ 3 * (boxEnergy a B n - boxEnergy 0 B n)) atTop
      (𝓝 (n ^ 2 * Real.pi ^ 2 * a)) := by
  -- in the variable x = 1/B the correction factor is continuous at x = 0
  have hc : ContinuousAt (fun x : ℝ => (2 - a * x) / (2 * (1 - a * x) ^ 2)) 0 :=
    ContinuousAt.div (by fun_prop) (by fun_prop) (by norm_num)
  have h1 : Tendsto (fun x : ℝ => (2 - a * x) / (2 * (1 - a * x) ^ 2)) (𝓝 0)
      (𝓝 ((2 - a * 0) / (2 * (1 - a * 0) ^ 2))) := hc
  rw [show (2 - a * 0) / (2 * (1 - a * 0) ^ 2) = 1 by norm_num] at h1
  have h2 := (h1.comp tendsto_inv_atTop_zero).const_mul (n ^ 2 * Real.pi ^ 2 * a)
  rw [mul_one] at h2
  refine h2.congr' ?_
  filter_upwards [eventually_gt_atTop 0, eventually_gt_atTop a] with B hB hBa
  have hB0 : B ≠ 0 := hB.ne'
  have hL : B - a ≠ 0 := (sub_pos.2 hBa).ne'
  have e1 : 1 - a * B⁻¹ = (B - a) / B := by field_simp
  have e2 : 2 - a * B⁻¹ = (2 * B - a) / B := by field_simp
  rw [shift_eq n hB0 hL, Function.comp_apply, e1, e2]
  field_simp
```

## The core has positive radius: $a>0$

Both estimates above are too large, as `shift_gt` shows for every $0<a<B$ and $n\ge1$. The shift minus $n^2\pi^2a/B^3$ equals

$$\frac{n^2\pi^2a^2(3B-2a)}{2B^3(B-a)^2}>0.$$

The proof clears denominators and uses the positivity of this numerator, up to a factor $B^2$. In the limiting case $a=0$ the shift and its leading term are both zero, so a strict inequality needs $a\neq0$.

```lean
/-- For `0 < a < B` and `n ≥ 1`, the level shift strictly exceeds `n²π²a/B³`. -/
theorem shift_gt {a B : ℝ} {n : ℕ} (ha : 0 < a) (hab : a < B) (hn : 0 < n) :
    n ^ 2 * Real.pi ^ 2 * a / B ^ 3 < boxEnergy a B n - boxEnergy 0 B n := by
  have hB : 0 < B := ha.trans hab
  have hL : 0 < B - a := sub_pos.2 hab
  have hn' : (0 : ℝ) < n := by exact_mod_cast hn
  have h3 : 0 < 3 * B - 2 * a := by linarith
  have key : 0 < n ^ 2 * Real.pi ^ 2 * a * B ^ 2 * (a * (3 * B - 2 * a)) := by positivity
  rw [shift_eq n hB.ne' hL.ne', div_lt_div_iff₀ (by positivity) (by positivity)]
  linarith [key]

end

end HardCoreBox
```

```lean
#print axioms HardCoreBox.box_spectrum
#print axioms HardCoreBox.shift_tendsto
#print axioms HardCoreBox.shift_gt
```

```
'HardCoreBox.box_spectrum' depends on axioms: [propext, Classical.choice, Quot.sound]
'HardCoreBox.shift_tendsto' depends on axioms: [propext, Classical.choice, Quot.sound]
'HardCoreBox.shift_gt' depends on axioms: [propext, Classical.choice, Quot.sound]
```
